# In a Stationary State of a Finite Tight-Binding Model, the Only Bond Between Two Fragments Carries No Current

Place biphenyl in a magnetic field perpendicular to its rings, held coplanar. The field drives a current around each ring, and the two rings are joined by a carbon–carbon bond. Does any current pass along that bond? In a nearest-neighbour π-electron model it does not, provided the electrons are in a stationary state. The reason is conservation of charge, and it applies to any set of sites in the molecule.

## Zero net current through every cut

Let $H$ be the one-electron Hamiltonian matrix in a finite orthonormal site basis. Its off-diagonal elements may be complex, as they are when London orbitals put field-dependent phases on the hoppings. Let $D$ be the one-electron density matrix, $D_{qp}=\sum_k n_k\,\psi_k(q)\,\psi_k(p)^*$, with orbitals $\psi_k$ and occupations $n_k$. The bond current is

$$J_{pq}=2\,\mathrm{Im}(H_{pq}D_{qp}).$$

If $H$ and $D$ are Hermitian and commute, then for every set of sites $A$

$$\sum_{p\in A}\sum_{q\notin A}J_{pq}=0 .$$

If $a\in A$ and $b\notin A$ are the ends of the only bond that crosses from $A$ to its complement, the sum has one surviving term and $J_{ab}=0$.

The sign follows from the equation of motion $\dot D=-i[H,D]$ with $\hbar=1$, which gives $\dot D_{pp}=\sum_q J_{pq}$. A positive $J_{pq}$ therefore moves electrons from $q$ to $p$. Because electrons are negative, this is an electric current from $p$ to $q$, in units of $e/\hbar$.

## A test for bond-current output

A tight-binding code that prints bond currents for non-interacting electrons in an isolated molecule can use the identity as a test: sum the currents over any cut, or look at a bond that is the sole link between two fragments. The result should be zero up to rounding and convergence error. A clearly nonzero value suggests that $D$ is not stationary under the $H$ used in the current formula, that the indices of $D$ are swapped, or that $H$ has a link missing from the assumed bond list. The test is blind to a wrong overall factor in the currents. It does not apply to a molecule wired to electrodes under bias: there a steady current can pass through a single bond, because the molecule exchanges electrons with the electrodes and its own $H$ and $D$ do not commute.

## From Hermiticity to a single bond

**Antisymmetry.** Since $H_{qp}=H_{pq}^*$ and $D_{pq}=D_{qp}^*$,

$$J_{qp}=2\,\mathrm{Im}\big((H_{pq}D_{qp})^*\big)=-J_{pq}.$$

In particular $J_{pp}=0$.

**Current law at a site.** Commutation gives $(HD)^\dagger=DH=HD$, so $HD$ is Hermitian and its diagonal is real. Hence

$$\sum_q J_{pq}=2\,\mathrm{Im}\sum_q H_{pq}D_{qp}=2\,\mathrm{Im}\,(HD)_{pp}=0 .$$

**Cut.** Add this over $p\in A$ and split the sum over $q$:

$$0=\sum_{p\in A}\sum_{q\in A}J_{pq}+\sum_{p\in A}\sum_{q\notin A}J_{pq}.$$

Exchanging $p$ and $q$ in the first double sum changes its sign, so it is zero. The second is then zero as well.

**One or two bonds.** A pair with $H_{pq}=0$ has $J_{pq}=0$. If only $a$–$b$ crosses the cut, $J_{ab}=0$. If two different bonds $a$–$b$ and $c$–$d$ cross it, with $a,c\in A$, then $J_{ab}+J_{cd}=0$, or $J_{ab}=J_{dc}$: what leaves through one bond returns through the other.

**Graphs.** Suppose that deleting the bond $a$–$b$ from the molecular graph leaves no path from $a$ to $b$. Take $A$ to be all sites still connected to $a$. No other bond can leave $A$, since its far end would also be connected to $a$, so $J_{ab}=0$. In a graph without rings every bond has this property, and all bond currents vanish.

## Lean source for cuts, bridges and two small examples

```lean
import Mathlib

open Matrix

namespace BridgeBondCurrent

variable {n : Type*}

/-- The bond current `J_pq = 2 Im (H_pq D_qp)` between sites `p` and `q`, for a Hamiltonian
matrix `H` and a density matrix `D`. -/
def bondCurrent (H D : Matrix n n ℂ) (p q : n) : ℝ := 2 * (H p q * D q p).im

/-- For Hermitian `H` and `D`, the current from `p` to `q` is minus the current from
`q` to `p`. -/
theorem bondCurrent_antisymm {H D : Matrix n n ℂ} (hH : H.IsHermitian) (hD : D.IsHermitian)
    (p q : n) : bondCurrent H D p q = -bondCurrent H D q p := by
  rw [bondCurrent, bondCurrent, ← hH.apply q p, ← hD.apply p q]
  simp only [Complex.mul_im, Complex.star_def, Complex.conj_re, Complex.conj_im]
  ring

variable [Fintype n]

/-- Kirchhoff's current law: if the Hermitian matrices `H` and `D` commute, the currents
leaving any site add up to zero. -/
theorem site_current_eq_zero {H D : Matrix n n ℂ} (hH : H.IsHermitian) (hD : D.IsHermitian)
    (hc : Commute H D) (p : n) : ∑ q, bondCurrent H D p q = 0 := by
  -- the product of commuting Hermitian matrices is Hermitian, so its diagonal is real
  have h : (H * D).IsHermitian := by
    unfold Matrix.IsHermitian
    rw [conjTranspose_mul, hH.eq, hD.eq, hc.eq]
  have him := congrArg Complex.im (h.apply p p)
  rw [Complex.star_def, Complex.conj_im] at him
  have hsum : ∑ q, bondCurrent H D p q = 2 * ((H * D) p p).im := by
    simp only [bondCurrent, Matrix.mul_apply, Complex.im_sum, Finset.mul_sum]
  linarith

/-- If the Hermitian matrices `H` and `D` commute, the total current from any set of sites `A`
to its complement vanishes. -/
theorem cut_current_eq_zero [DecidableEq n] {H D : Matrix n n ℂ} (hH : H.IsHermitian)
    (hD : D.IsHermitian) (hc : Commute H D) (A : Finset n) :
    ∑ p ∈ A, ∑ q ∈ Aᶜ, bondCurrent H D p q = 0 := by
  -- currents inside `A` cancel in pairs
  have hin : ∑ p ∈ A, ∑ q ∈ A, bondCurrent H D p q
      = -∑ p ∈ A, ∑ q ∈ A, bondCurrent H D p q := by
    calc ∑ p ∈ A, ∑ q ∈ A, bondCurrent H D p q
        = ∑ p ∈ A, ∑ q ∈ A, -bondCurrent H D q p :=
          Finset.sum_congr rfl fun p _ => Finset.sum_congr rfl fun q _ =>
            bondCurrent_antisymm hH hD p q
      _ = -∑ p ∈ A, ∑ q ∈ A, bondCurrent H D p q := by
          simp only [Finset.sum_neg_distrib]
          rw [Finset.sum_comm]
  -- the current law, summed over `A`
  have htot : ∑ p ∈ A, (∑ q ∈ A, bondCurrent H D p q + ∑ q ∈ Aᶜ, bondCurrent H D p q) = 0 :=
    Finset.sum_eq_zero fun p _ => by
      rw [Finset.sum_add_sum_compl, site_current_eq_zero hH hD hc]
  rw [Finset.sum_add_distrib] at htot
  linarith

/-- Let the Hermitian matrices `H` and `D` commute. If `a`–`b` is the only bond that joins
the set of sites `A` to its complement, it carries no current. -/
theorem single_bond_current_eq_zero [DecidableEq n] {H D : Matrix n n ℂ} (hH : H.IsHermitian)
    (hD : D.IsHermitian) (hc : Commute H D) {A : Finset n} {a b : n} (ha : a ∈ A) (hb : b ∉ A)
    (honly : ∀ p ∈ A, ∀ q ∉ A, H p q ≠ 0 → p = a ∧ q = b) : bondCurrent H D a b = 0 := by
  have hz : ∀ p ∈ A, ∀ q ∈ Aᶜ, ¬(p = a ∧ q = b) → bondCurrent H D p q = 0 := by
    intro p hp q hq hne
    have h0 : H p q = 0 := by
      by_contra h
      exact hne (honly p hp q (Finset.mem_compl.1 hq) h)
    simp [bondCurrent, h0]
  have hcut := cut_current_eq_zero hH hD hc A
  -- only one term of the cut current survives
  rw [Finset.sum_eq_single_of_mem a ha
      (fun p hp hpa => Finset.sum_eq_zero fun q hq => hz p hp q hq fun h => hpa h.1),
    Finset.sum_eq_single_of_mem b (Finset.mem_compl.2 hb)
      (fun q hq hqb => hz a ha q hq fun h => hqb h.2)] at hcut
  exact hcut

/-- Let the Hermitian matrices `H` and `D` commute. If no bonds other than `a`–`b` and `c`–`d`
join `A` to its complement, the current leaving `A` from `a` to `b` equals the current
returning from `d` to `c`. -/
theorem two_bond_current_eq [DecidableEq n] {H D : Matrix n n ℂ} (hH : H.IsHermitian)
    (hD : D.IsHermitian) (hc : Commute H D) {A : Finset n} {a b c d : n}
    (ha : a ∈ A) (hb : b ∉ A) (hcA : c ∈ A) (hd : d ∉ A)
    (honly : ∀ p ∈ A, ∀ q ∉ A, H p q ≠ 0 → (p = a ∧ q = b) ∨ (p = c ∧ q = d)) :
    bondCurrent H D a b = bondCurrent H D d c := by
  by_cases h : (a, b) = (c, d)
  · obtain ⟨rfl, rfl⟩ := Prod.mk.inj h
    have h0 := single_bond_current_eq_zero hH hD hc ha hb
      (fun p hp q hq hpq => (honly p hp q hq hpq).elim id id)
    rw [bondCurrent_antisymm hH hD b a, h0, neg_zero]
  · have hcut := cut_current_eq_zero hH hD hc A
    rw [← Finset.sum_product'] at hcut
    -- the cut current reduces to the two crossing bonds
    have hsub : ({(a, b), (c, d)} : Finset (n × n)) ⊆ A ×ˢ Aᶜ := by
      intro x hx
      rw [Finset.mem_insert, Finset.mem_singleton] at hx
      rcases hx with rfl | rfl
      · exact Finset.mem_product.2 ⟨ha, Finset.mem_compl.2 hb⟩
      · exact Finset.mem_product.2 ⟨hcA, Finset.mem_compl.2 hd⟩
    rw [← Finset.sum_subset hsub, Finset.sum_pair h] at hcut
    · have := bondCurrent_antisymm hH hD c d
      linarith
    · rintro ⟨p, q⟩ hpq hnot
      obtain ⟨hp, hq⟩ := Finset.mem_product.1 hpq
      have h0 : H p q = 0 := by
        by_contra hne
        rcases honly p hp q (Finset.mem_compl.1 hq) hne with ⟨rfl, rfl⟩ | ⟨rfl, rfl⟩ <;>
          simp at hnot
      simp [bondCurrent, h0]

/-- Let the Hermitian matrices `H` and `D` commute, and let `G` be a molecular graph containing
every bond of `H`. If deleting `a`–`b` from `G` disconnects `a` from `b`, no current flows
from `a` to `b`. -/
theorem bridge_current_eq_zero {H D : Matrix n n ℂ} (hH : H.IsHermitian) (hD : D.IsHermitian)
    (hc : Commute H D) (G : SimpleGraph n) (hG : ∀ p q, p ≠ q → H p q ≠ 0 → G.Adj p q)
    {a b : n} (hab : ¬(G.deleteEdges {s(a, b)}).Reachable a b) : bondCurrent H D a b = 0 := by
  classical
  -- `A` is the fragment still attached to `a` after the bond is deleted
  let A : Finset n := Finset.univ.filter fun p => (G.deleteEdges {s(a, b)}).Reachable a p
  have hA : ∀ p, p ∈ A ↔ (G.deleteEdges {s(a, b)}).Reachable a p := fun p => by simp [A]
  refine single_bond_current_eq_zero hH hD hc (A := A) ((hA a).2 (SimpleGraph.Reachable.refl a))
    (fun h => hab ((hA b).1 h)) ?_
  intro p hp q hq hpq
  have hne : p ≠ q := fun h => hq (h ▸ hp)
  by_cases he : s(p, q) = s(a, b)
  · rcases Sym2.eq_iff.1 he with h | ⟨h, _⟩
    · exact h
    · exact absurd ((hA b).1 (h ▸ hp)) hab
  · have hadj : (G.deleteEdges {s(a, b)}).Adj p q :=
      SimpleGraph.deleteEdges_adj.2 ⟨hG p q hne hpq, he⟩
    exact absurd ((hA q).2 (((hA p).1 hp).trans hadj.reachable)) hq

/-- If the Hermitian matrices `H` and `D` commute and all bonds of `H` lie in a molecular graph
without rings, every bond current vanishes. -/
theorem acyclic_current_eq_zero {H D : Matrix n n ℂ} (hH : H.IsHermitian) (hD : D.IsHermitian)
    (hc : Commute H D) (G : SimpleGraph n) (hG : ∀ p q, p ≠ q → H p q ≠ 0 → G.Adj p q)
    (hacyc : G.IsAcyclic) (a b : n) : bondCurrent H D a b = 0 := by
  by_cases hab : a = b
  · subst hab
    linarith [bondCurrent_antisymm hH hD a a]
  by_cases h0 : H a b = 0
  · simp [bondCurrent, h0]
  -- a second path from `a` to `b` would close a ring
  refine bridge_current_eq_zero hH hD hc G hG fun hr => ?_
  obtain ⟨u, w, hw, _⟩ :=
    SimpleGraph.adj_and_reachable_delete_edges_iff_exists_cycle.1 ⟨hG a b hab h0, hr⟩
  exact hacyc w hw

/-- Two three-membered rings, `0,1,2` and `3,4,5`, with imaginary hoppings inside the rings
and one real bond `2`–`3` between them. -/
def twoRings : Matrix (Fin 6) (Fin 6) ℂ :=
  !![0, Complex.I, -Complex.I, 0, 0, 0;
     -Complex.I, 0, Complex.I, 0, 0, 0;
     Complex.I, -Complex.I, 0, 1, 0, 0;
     0, 0, 1, 0, Complex.I, -Complex.I;
     0, 0, 0, -Complex.I, 0, Complex.I;
     0, 0, 0, Complex.I, -Complex.I, 0]

/-- The matrices `H = twoRings` and `D = H²` are Hermitian and commute, `2`–`3` is the only bond
between the rings, and the bonds `0`–`1` and `3`–`4` carry nonzero current. -/
theorem twoRings_witness :
    twoRings.IsHermitian ∧ (twoRings * twoRings).IsHermitian ∧
    Commute twoRings (twoRings * twoRings) ∧ twoRings 2 3 ≠ 0 ∧
    (∀ p ∈ ({0, 1, 2} : Finset (Fin 6)), ∀ q ∉ ({0, 1, 2} : Finset (Fin 6)),
      twoRings p q ≠ 0 → p = 2 ∧ q = 3) ∧
    bondCurrent twoRings (twoRings * twoRings) 0 1 = -2 ∧
    bondCurrent twoRings (twoRings * twoRings) 3 4 = -2 := by
  have hH : twoRings.IsHermitian := Matrix.IsHermitian.ext fun i j => by
    fin_cases i <;> fin_cases j <;> simp [twoRings]
  refine ⟨hH, ?_, (Commute.refl _).mul_right (Commute.refl _), ?_, ?_, ?_, ?_⟩
  · unfold Matrix.IsHermitian
    rw [conjTranspose_mul, hH.eq]
  · simp [twoRings]
  · intro p hp q hq h
    fin_cases p <;> fin_cases q <;> simp_all [twoRings]
  · simp [bondCurrent, Matrix.mul_apply, Fin.sum_univ_six, twoRings]
  · simp [bondCurrent, Matrix.mul_apply, Fin.sum_univ_six, twoRings]

/-- For two sites joined by one bond, the Hermitian matrices `H = !![0, 1; 1, 0]` and
`D = !![1, i; -i, 1]` do not commute, and the bond carries the current `-2`. -/
theorem noncommuting_dimer_current :
    (!![0, 1; 1, 0] : Matrix (Fin 2) (Fin 2) ℂ).IsHermitian ∧
    (!![1, Complex.I; -Complex.I, 1] : Matrix (Fin 2) (Fin 2) ℂ).IsHermitian ∧
    ¬Commute (!![0, 1; 1, 0] : Matrix (Fin 2) (Fin 2) ℂ) !![1, Complex.I; -Complex.I, 1] ∧
    bondCurrent !![0, 1; 1, 0] !![1, Complex.I; -Complex.I, 1] (0 : Fin 2) 1 = -2 := by
  have hH : (!![0, 1; 1, 0] : Matrix (Fin 2) (Fin 2) ℂ).IsHermitian :=
    Matrix.IsHermitian.ext fun i j => by fin_cases i <;> fin_cases j <;> simp
  have hD : (!![1, Complex.I; -Complex.I, 1] : Matrix (Fin 2) (Fin 2) ℂ).IsHermitian :=
    Matrix.IsHermitian.ext fun i j => by fin_cases i <;> fin_cases j <;> simp
  have hJ : bondCurrent !![0, 1; 1, 0] !![1, Complex.I; -Complex.I, 1] (0 : Fin 2) 1 = -2 := by
    simp [bondCurrent]
  refine ⟨hH, hD, fun hc => ?_, hJ⟩
  -- commutation would force the current out of site `0` to vanish
  have h := site_current_eq_zero hH hD hc 0
  rw [Fin.sum_univ_two, hJ] at h
  have h00 := bondCurrent_antisymm hH hD 0 0
  linarith

end BridgeBondCurrent
```

```lean
#print axioms BridgeBondCurrent.single_bond_current_eq_zero
#print axioms BridgeBondCurrent.two_bond_current_eq
#print axioms BridgeBondCurrent.acyclic_current_eq_zero
#print axioms BridgeBondCurrent.noncommuting_dimer_current
```

```
'BridgeBondCurrent.single_bond_current_eq_zero' depends on axioms: [propext, Classical.choice, Quot.sound]
'BridgeBondCurrent.two_bond_current_eq' depends on axioms: [propext, Classical.choice, Quot.sound]
'BridgeBondCurrent.acyclic_current_eq_zero' depends on axioms: [propext, Classical.choice, Quot.sound]
'BridgeBondCurrent.noncommuting_dimer_current' depends on axioms: [propext, Classical.choice, Quot.sound]
```

## Finite Hermitian matrices and their bonds

The type `n` is the set of sites, finite wherever a sum over sites occurs, and `bondCurrent H D p q` is $J_{pq}$. `H.IsHermitian` and `D.IsHermitian` state Hermiticity. `Commute H D` means $HD=DH$, the condition for $D$ to be constant in time under $H$. It is assumed, and a code has to secure it, for instance by filling eigenvectors of $H$. The theorems do not require the eigenvalues of $D$ to be valid occupations.

In `cut_current_eq_zero`, `A` is any set of sites and `Aᶜ` its complement. In `single_bond_current_eq_zero`, the hypothesis `honly` says that a nonzero `H p q` with `p` in `A` and `q` outside it must be the element from `a` to `b`. A bond is thus a nonzero matrix element, whatever the structural formula shows. A model of biphenyl with small second-neighbour hoppings has several links between the rings; the cut theorem then says only that their total current vanishes, though molecular symmetry may fix individual currents as well.

`two_bond_current_eq` treats at most two crossing bonds, which may share an end or coincide. In `bridge_current_eq_zero` and `acyclic_current_eq_zero`, the graph `G` must contain every bond of `H` and may contain more.

The basis is orthonormal. With an overlap matrix $S$ the stationarity condition becomes $HDS=SDH$, and these theorems do not apply directly. Orthogonalising the basis restores their form, but it can create matrix elements between sites that were not linked before. The theorems concern currents between sites and say nothing about the current density in space, nor do they derive the London phases or compute a shielding constant.

Two examples test the hypotheses. `twoRings` has two three-membered rings with imaginary hoppings, joined by the bond `2`–`3`. With $D=H^2$ all the conditions hold, while the bonds `0`–`1` and `3`–`4` each carry $-2$, so a currentless link is compatible with ring currents. This $D$ is not scaled to physical occupations; $H^2/4$ has occupations between 0 and 2 and gives $-1/2$ on those two bonds.

In `noncommuting_dimer_current`, $D$ describes two electrons in the normalised orbital $(1,-i)/\sqrt2$, which is not stationary. The only bond carries $-2$: charge is moving from one site to the other, and Hermiticity alone does not prevent it.

## Pair cancellation and the surviving terms in Lean

`bondCurrent_antisymm` replaces `H q p` and `D p q` by the conjugates of `H p q` and `D q p`, expands the imaginary part of the product, and finishes with `ring`.

`site_current_eq_zero` first shows that `H * D` is Hermitian. Applied to a diagonal element, this says that its imaginary part equals its own negative. The step `hsum` identifies the sum of currents with twice that imaginary part, and `linarith` concludes that it is zero.

In `cut_current_eq_zero`, `hin` is the pair cancellation: antisymmetry followed by `Finset.sum_comm`, which exchanges the two summations. The step `htot` is the current law added over `A`, with the inner sum split into `A` and `Aᶜ`.

`single_bond_current_eq_zero` shows in `hz` that all other crossing terms vanish, then uses `Finset.sum_eq_single_of_mem` once for each summation. `two_bond_current_eq` treats coinciding bonds by the single-bond theorem. Otherwise it writes the cut as a sum over pairs of sites and reduces it to two terms.

`bridge_current_eq_zero` builds `A` from the sites reachable from `a` after the deletion and checks `honly`. `acyclic_current_eq_zero` deals separately with equal sites and zero matrix elements. For a true bond, a remaining path between its ends would close a ring, contrary to `hacyc`.

For `twoRings_witness`, Hermiticity and the list of crossing bonds are checked element by element with `fin_cases`, and the currents are evaluated by `simp`. The dimer's current is computed directly; if its matrices commuted, the current law at site `0` would contradict that value.
